# The shift vector of two bands is unchanged by smooth changes of phase wherever their dipole is nonzero

One way to calculate a shift current is to diagonalise a Bloch Hamiltonian at each crystal momentum, then differentiate the resulting states to obtain interband dipoles and Berry connections. The Hamiltonian doesn't fix the phases of those states. In this approach the phases are first chosen to vary smoothly with momentum, and the current must not depend on that choice.

Let $k$ be one component of the crystal momentum, with a prime for $d/dk$. Let $u_n(k)$ and $u_m(k)$ be the cell-periodic Bloch states of two bands, twice continuously differentiable and orthonormal at each $k$. Define

$$r=i\langle u_n,u_m'\rangle,\qquad A_j=i\langle u_j,u_j'\rangle,\qquad R=\operatorname{Im}\frac{r'}{r}+A_m-A_n .$$

Here $j$ is $n$ or $m$, $r$ is the interband dipole without the charge factor, $A_j$ is the Berry connection, and $R$ is the shift vector, defined where $r\neq0$. At such a point, $A_n$ and $A_m$ are real, and replacing $u_j$ by $e^{i\alpha_j}u_j$, with real $C^2$ phases $\alpha_j(k)$, changes neither $|r|^2$ nor $R$.

## Smooth gauges in a shift-current integrand

For non-interacting bands, with the optical field and the current along the one direction treated here, the shift-current integrand contains $|r|^2R$, multiplied by occupation and energy factors that carry no band phase. Two smooth gauges that differ only by a phase on each band therefore give the same integrand. The connections alone would not: each changes with the gauge.

## How the phase derivatives cancel

The inner product is conjugate-linear in its first argument. Write $\tilde u_j=e^{i\alpha_j}u_j$, and put a tilde on every quantity built from these states. The product rule gives

$$\tilde u_m'=e^{i\alpha_m}(u_m'+i\alpha_m'u_m).$$

Taking the inner product with $\tilde u_n$ and multiplying by $i$,

$$\tilde r=e^{i(\alpha_m-\alpha_n)}\bigl(r-\alpha_m'\langle u_n,u_m\rangle\bigr)=e^{i\delta}r,\qquad \delta=\alpha_m-\alpha_n,$$

because the states are orthogonal. Hence $|\tilde r|^2=|r|^2$. The same calculation with both states equal to $u_j$, where $\langle u_j,u_j\rangle=1$, gives

$$\tilde A_j=A_j-\alpha_j'.$$

Differentiating the normalisation condition gives

$$0=\langle u_j',u_j\rangle+\langle u_j,u_j'\rangle=2\operatorname{Re}\langle u_j,u_j'\rangle .$$

So $\langle u_j,u_j'\rangle$ is imaginary and $A_j$ is real.

Since $u_n$ and $u_m$ are $C^2$, $r$ is differentiable. The law $\tilde r=e^{i\delta}r$ holds at every $k$, so it can be differentiated:

$$\tilde r'=e^{i\delta}(r'+i\delta' r),\qquad \frac{\tilde r'}{\tilde r}=\frac{r'}{r}+i\delta'.$$

The imaginary part gains $\delta'$, while $\tilde A_m-\tilde A_n=A_m-A_n-\delta'$. The sum $R$ is unchanged.

## A form without division

The generalized derivative of the dipole is $r_{;k}=r'+i(A_m-A_n)r$. Dividing by $r$ and using the reality of the connections gives $R=\operatorname{Im}(r_{;k}/r)$, which is also proved in the file.

The transformation laws above give a neighbouring result: $\tilde r_{;k}=e^{i\delta}r_{;k}$. Thus $\operatorname{Im}(r^*r_{;k})$ is gauge invariant even where $r=0$, and it equals $|r|^2R$ elsewhere. This last consequence is derived here but not formalised.

## Two orbitals as the smallest case

An orthonormal pair needs at least two dimensions. With orthonormal orbitals $e$ and $f$, take

$$u_n=\tfrac15(3e+4e^{ik}f),\qquad u_m=\tfrac15(-4e+3e^{ik}f).$$

Then $A_n=-16/25$, $A_m=-9/25$ and $r=-12/25$. The dipole is constant, so $R=A_m-A_n=7/25$. An implementation can compare its output with all these values in the gauge shown. After a smooth rephasing, $A_n$, $A_m$ and $r$ may change, but $|r|^2=144/625$ and $R=7/25$ must remain.

## Lean definitions and proofs

```lean
import Mathlib

open Complex (I)
open scoped InnerProductSpace ComplexConjugate

namespace ShiftVectorGauge

noncomputable section

variable {E : Type*} [NormedAddCommGroup E] [InnerProductSpace ℂ E]

/-- The interband dipole `r = i⟨u, v'⟩` between the Bloch states `u` and `v`. -/
def dipole (u v : ℝ → E) (k : ℝ) : ℂ := I * ⟪u k, deriv v k⟫_ℂ

/-- The Berry connection `A = i⟨u, u'⟩` of one band, as a complex number. -/
def berryConnection (u : ℝ → E) (k : ℝ) : ℂ := I * ⟪u k, deriv u k⟫_ℂ

/-- The shift vector `Im(r'/r) + A_m - A_n`, meaningful where the dipole `r` is nonzero. -/
def shiftVector (un um : ℝ → E) (k : ℝ) : ℂ :=
  ((deriv (dipole un um) k / dipole un um k).im : ℂ)
    + berryConnection um k - berryConnection un k

/-- The generalized derivative `r' + i(A_m - A_n) r` of the interband dipole. -/
def generalizedDerivative (un um : ℝ → E) (k : ℝ) : ℂ :=
  deriv (dipole un um) k
    + I * (berryConnection um k - berryConnection un k) * dipole un um k

/-- The gauge transformation `u(k) → exp(iα(k)) u(k)`. -/
def gauge (α : ℝ → ℝ) (u : ℝ → E) (k : ℝ) : E := Complex.exp (I * (α k : ℂ)) • u k

/-- Two bands whose Bloch states are C² in `k` and orthonormal at each `k`. -/
structure IsBandPair (un um : ℝ → E) : Prop where
  smooth_n : ContDiff ℝ 2 un
  smooth_m : ContDiff ℝ 2 um
  norm_n : ∀ k, ‖un k‖ = 1
  norm_m : ∀ k, ‖um k‖ = 1
  orth : ∀ k, ⟪un k, um k⟫_ℂ = 0

/-- The derivative of a phase factor `exp(iβ)` with differentiable real `β`. -/
theorem phase_hasDerivAt {β : ℝ → ℝ} {β' k : ℝ} (h : HasDerivAt β β' k) :
    HasDerivAt (fun t : ℝ => Complex.exp (I * (β t : ℂ)))
      (Complex.exp (I * (β k : ℂ)) * (I * (β' : ℂ))) k :=
  (h.ofReal_comp.const_mul I).cexp

/-- The derivative of a rephased state is `exp(iα)(u' + iα' u)`, for differentiable `α`
and `u`. -/
theorem gauge_hasDerivAt {α : ℝ → ℝ} {u : ℝ → E} {α' k : ℝ} {u' : E}
    (hα : HasDerivAt α α' k) (hu : HasDerivAt u u' k) :
    HasDerivAt (gauge α u)
      (Complex.exp (I * (α k : ℂ)) • (u' + (I * (α' : ℂ)) • u k)) k := by
  refine HasDerivAt.congr_deriv ((phase_hasDerivAt hα).smul hu) ?_
  simp only [smul_add, smul_smul]

/-- Under rephasing of both states, with `β` and `v` differentiable at `k`, the matrix element
`i⟨u, v'⟩` becomes `exp(i(β - α)) (i⟨u, v'⟩ - β'⟨u, v⟩)`. -/
theorem dipole_gauge (α : ℝ → ℝ) {β : ℝ → ℝ} (u : ℝ → E) {v : ℝ → E} {k : ℝ}
    (hβ : DifferentiableAt ℝ β k) (hv : DifferentiableAt ℝ v k) :
    dipole (gauge α u) (gauge β v) k =
      Complex.exp (I * ((β k - α k : ℝ) : ℂ)) *
        (dipole u v k - ((deriv β k : ℝ) : ℂ) * ⟪u k, v k⟫_ℂ) := by
  have hc : conj (Complex.exp (I * (α k : ℂ))) = Complex.exp (-(I * (α k : ℂ))) := by
    rw [← Complex.exp_conj]; simp
  have he : Complex.exp (I * ((β k - α k : ℝ) : ℂ)) =
      Complex.exp (-(I * (α k : ℂ))) * Complex.exp (I * (β k : ℂ)) := by
    rw [← Complex.exp_add]; congr 1; push_cast; ring
  unfold dipole
  rw [(gauge_hasDerivAt hβ.hasDerivAt hv.hasDerivAt).deriv, he]
  simp only [gauge, inner_smul_left, inner_smul_right, inner_add_right, hc]
  linear_combination (Complex.exp (-(I * (α k : ℂ))) * Complex.exp (I * (β k : ℂ)) *
    ((deriv β k : ℝ) : ℂ) * ⟪u k, v k⟫_ℂ) * Complex.I_sq

/-- The Berry connection of a differentiable, everywhere normalised state is real. -/
theorem berryConnection_im {u : ℝ → E} {k : ℝ} (hu : DifferentiableAt ℝ u k)
    (hn : ∀ t, ‖u t‖ = 1) : (berryConnection u k).im = 0 := by
  -- differentiate the normalisation condition
  have h := hu.hasDerivAt.inner ℂ hu.hasDerivAt
  have hc : (fun t => ⟪u t, u t⟫_ℂ) = fun _ => (1 : ℂ) := by
    funext t
    rw [inner_self_eq_norm_sq_to_K, hn]; simp
  rw [hc] at h
  have h0 : ⟪u k, deriv u k⟫_ℂ + conj ⟪u k, deriv u k⟫_ℂ = 0 := by
    rw [inner_conj_symm]
    exact h.unique (hasDerivAt_const k 1)
  have h1 := congrArg Complex.re h0
  simp only [Complex.add_re, Complex.conj_re, Complex.zero_re] at h1
  simp only [berryConnection, Complex.mul_im, Complex.I_re, Complex.I_im]
  linarith

/-- The Berry connection of a differentiable, normalised state shifts as `A → A - α'` under a
differentiable change of phase. -/
theorem berryConnection_gauge {α : ℝ → ℝ} {u : ℝ → E} {k : ℝ}
    (hα : DifferentiableAt ℝ α k) (hu : DifferentiableAt ℝ u k) (hn : ‖u k‖ = 1) :
    berryConnection (gauge α u) k = berryConnection u k - ((deriv α k : ℝ) : ℂ) := by
  have h1 : ⟪u k, u k⟫_ℂ = 1 := by
    rw [inner_self_eq_norm_sq_to_K, hn]; simp
  change dipole (gauge α u) (gauge α u) k = dipole u u k - ((deriv α k : ℝ) : ℂ)
  rw [dipole_gauge α u hα hu, h1, sub_self, Complex.ofReal_zero, mul_zero,
    Complex.exp_zero, one_mul, mul_one]

/-- For a C² orthonormal pair of bands and C² phases, the derivative of the rephased dipole is
`exp(i(α_m - α_n)) (r' + i(α_m' - α_n') r)`. -/
theorem deriv_dipole_gauge {un um : ℝ → E} (h : IsBandPair un um) {αn αm : ℝ → ℝ}
    (hαn : ContDiff ℝ 2 αn) (hαm : ContDiff ℝ 2 αm) (k : ℝ) :
    deriv (dipole (gauge αn un) (gauge αm um)) k =
      Complex.exp (I * ((αm k - αn k : ℝ) : ℂ)) * (deriv (dipole un um) k
        + I * ((deriv αm k - deriv αn k : ℝ) : ℂ) * dipole un um k) := by
  have dn := hαn.differentiable (by norm_num)
  have dm := hαm.differentiable (by norm_num)
  have dun := h.smooth_n.differentiable (by norm_num)
  have dum := h.smooth_m.differentiable (by norm_num)
  have hum : ContDiff ℝ 1 (deriv um) :=
    ((contDiff_succ_iff_deriv (n := 1)).1
      (by rw [one_add_one_eq_two]; exact h.smooth_m)).2.2
  have dum' := hum.differentiable (by norm_num)
  have hd : DifferentiableAt ℝ (dipole un um) k :=
    (((dun k).hasDerivAt.inner ℂ (dum' k).hasDerivAt).differentiableAt).const_mul I
  -- orthogonality makes the dipole gauge covariant at every `k`
  have hf : dipole (gauge αn un) (gauge αm um) =
      fun t => Complex.exp (I * ((αm t - αn t : ℝ) : ℂ)) * dipole un um t := by
    funext t
    rw [dipole_gauge αn un (dm t) (dum t), h.orth, mul_zero, sub_zero]
  have h1 := phase_hasDerivAt ((dm k).hasDerivAt.fun_sub (dn k).hasDerivAt)
  rw [hf, (h1.fun_mul hd.hasDerivAt).deriv]
  ring

/-- For a C² orthonormal pair of bands with nonzero dipole at `k`, the Berry connections are
real, and `|r|²` and the shift vector are unchanged by C² changes of phase of both bands. -/
theorem shiftVector_gauge_invariant {un um : ℝ → E} (h : IsBandPair un um) {αn αm : ℝ → ℝ}
    (hαn : ContDiff ℝ 2 αn) (hαm : ContDiff ℝ 2 αm) {k : ℝ} (hr : dipole un um k ≠ 0) :
    (berryConnection un k).im = 0 ∧ (berryConnection um k).im = 0 ∧
    ‖dipole (gauge αn un) (gauge αm um) k‖ ^ 2 = ‖dipole un um k‖ ^ 2 ∧
    shiftVector (gauge αn un) (gauge αm um) k = shiftVector un um k := by
  have dn := hαn.differentiable (by norm_num) k
  have dm := hαm.differentiable (by norm_num) k
  have dun := h.smooth_n.differentiable (by norm_num) k
  have dum := h.smooth_m.differentiable (by norm_num) k
  have hg := dipole_gauge αn un dm dum
  rw [h.orth, mul_zero, sub_zero] at hg
  refine ⟨berryConnection_im dun h.norm_n, berryConnection_im dum h.norm_m, ?_, ?_⟩
  · rw [hg, norm_mul, mul_comm I, Complex.norm_exp_ofReal_mul_I, one_mul]
  · -- the phase of `r` gains exactly what the connections lose
    have him : (I * ((deriv αm k - deriv αn k : ℝ) : ℂ)).im = deriv αm k - deriv αn k := by
      simp
    unfold shiftVector
    rw [deriv_dipole_gauge h hαn hαm, hg, mul_div_mul_left _ _ (Complex.exp_ne_zero _),
      add_div, mul_div_cancel_right₀ _ hr, Complex.add_im, him,
      berryConnection_gauge dm dum (h.norm_m k), berryConnection_gauge dn dun (h.norm_n k)]
    push_cast
    ring

/-- For a C² orthonormal pair of bands, the shift vector is the imaginary part of the
generalized derivative of the dipole divided by the dipole, where the latter is nonzero. -/
theorem shiftVector_eq_im {un um : ℝ → E} (h : IsBandPair un um) {k : ℝ}
    (hr : dipole un um k ≠ 0) :
    shiftVector un um k = ((generalizedDerivative un um k / dipole un um k).im : ℂ) := by
  have hn := berryConnection_im (h.smooth_n.differentiable (by norm_num) k) h.norm_n
  have hm := berryConnection_im (h.smooth_m.differentiable (by norm_num) k) h.norm_m
  have hA : ((I * (berryConnection um k - berryConnection un k)).im : ℂ) =
      berryConnection um k - berryConnection un k := by
    apply Complex.ext <;> simp [hn, hm]
  unfold shiftVector generalizedDerivative
  rw [add_div, mul_div_cancel_right₀ _ hr, Complex.add_im, Complex.ofReal_add, hA]
  ring

/-- The two-orbital Bloch state `a e + b exp(ik) f` with real amplitudes `a` and `b`. -/
def latitudeBand (e f : E) (a b : ℝ) (k : ℝ) : E :=
  (a : ℂ) • e + ((b : ℂ) * Complex.exp (I * (k : ℂ))) • f

/-- For orthogonal orbitals `e`, `f` with `f` normalised, the matrix element `i⟨u, v'⟩` of two
states `a e + b exp(ik) f` and `c e + d exp(ik) f` is `-bd`. -/
theorem latitudeBand_dipole {e f : E} (hf : ‖f‖ = 1) (hef : ⟪e, f⟫_ℂ = 0)
    (a b c d k : ℝ) :
    dipole (latitudeBand e f a b) (latitudeBand e f c d) k = -((b : ℂ) * d) := by
  have hff : ⟪f, f⟫_ℂ = 1 := by
    rw [inner_self_eq_norm_sq_to_K, hf]; simp
  have hE : conj (Complex.exp (I * (k : ℂ))) * Complex.exp (I * (k : ℂ)) = 1 := by
    rw [← Complex.exp_conj, ← Complex.exp_add]; simp
  have hd : HasDerivAt (latitudeBand e f c d)
      (((d : ℂ) * (Complex.exp (I * (k : ℂ)) * (I * ((1 : ℝ) : ℂ)))) • f) k :=
    HasDerivAt.const_add _
      (((phase_hasDerivAt (hasDerivAt_id' k)).const_mul (d : ℂ)).smul_const f)
  unfold dipole
  rw [hd.deriv]
  simp only [latitudeBand, inner_add_left, inner_smul_left, inner_smul_right, hef, hff,
    map_mul, Complex.conj_ofReal, Complex.ofReal_one]
  linear_combination ((b : ℂ) * d * I ^ 2) * hE + ((b : ℂ) * d) * Complex.I_sq

/-- For orthonormal orbitals `e`, `f`, the states `(3e + 4exp(ik)f)/5` and
`(-4e + 3exp(ik)f)/5` are a C² orthonormal pair with dipole `-12/25` and shift vector `7/25`. -/
theorem isBandPair_witness {e f : E} (he : ‖e‖ = 1) (hf : ‖f‖ = 1) (hef : ⟪e, f⟫_ℂ = 0) :
    IsBandPair (latitudeBand e f (3 / 5) (4 / 5)) (latitudeBand e f (-4 / 5) (3 / 5)) ∧
    ∀ k, dipole (latitudeBand e f (3 / 5) (4 / 5)) (latitudeBand e f (-4 / 5) (3 / 5)) k
        = -12 / 25 ∧
      shiftVector (latitudeBand e f (3 / 5) (4 / 5)) (latitudeBand e f (-4 / 5) (3 / 5)) k
        = 7 / 25 := by
  have hee : ⟪e, e⟫_ℂ = 1 := by
    rw [inner_self_eq_norm_sq_to_K, he]; simp
  have hff : ⟪f, f⟫_ℂ = 1 := by
    rw [inner_self_eq_norm_sq_to_K, hf]; simp
  have hfe : ⟪f, e⟫_ℂ = 0 := inner_eq_zero_symm.1 hef
  have hin : ∀ a b c d k : ℝ, ⟪latitudeBand e f a b k, latitudeBand e f c d k⟫_ℂ =
      ((a * c + b * d : ℝ) : ℂ) := by
    intro a b c d k
    have hE : conj (Complex.exp (I * (k : ℂ))) * Complex.exp (I * (k : ℂ)) = 1 := by
      rw [← Complex.exp_conj, ← Complex.exp_add]; simp
    simp only [latitudeBand, inner_add_left, inner_add_right, inner_smul_left,
      inner_smul_right, hee, hff, hef, hfe, map_mul, Complex.conj_ofReal]
    push_cast
    linear_combination ((b : ℂ) * d) * hE
  have hnorm : ∀ a b : ℝ, a * a + b * b = 1 → ∀ k, ‖latitudeBand e f a b k‖ = 1 := by
    intro a b h k
    rw [norm_eq_sqrt_re_inner (𝕜 := ℂ), hin, h]; simp
  have hsm : ∀ a b : ℝ, ContDiff ℝ 2 (latitudeBand e f a b) := by
    intro a b
    have hφ : ContDiff ℝ 2 (fun t : ℝ => (b : ℂ) * Complex.exp (I * (t : ℂ))) :=
      contDiff_const.mul (contDiff_const.mul Complex.ofRealCLM.contDiff).cexp
    exact contDiff_const.add
      (((ContinuousLinearMap.toSpanSingleton ℂ f).restrictScalars ℝ).contDiff.comp hφ)
  refine ⟨⟨hsm _ _, hsm _ _, hnorm _ _ (by norm_num), hnorm _ _ (by norm_num), ?_⟩, ?_⟩
  · intro k
    rw [hin]; norm_num
  · intro k
    have hA : ∀ a b : ℝ, berryConnection (latitudeBand e f a b) k = -((b : ℂ) * b) :=
      fun a b => latitudeBand_dipole hf hef a b a b k
    -- the dipole is constant in `k`, so only the connections contribute
    have hd := funext (latitudeBand_dipole hf hef (3 / 5) (4 / 5) (-4 / 5) (3 / 5))
    constructor
    · rw [latitudeBand_dipole hf hef]; push_cast; norm_num
    · unfold shiftVector
      rw [hA, hA, hd, deriv_const, zero_div, Complex.zero_im]
      push_cast
      norm_num

end

end ShiftVectorGauge
```

```lean
#print axioms ShiftVectorGauge.shiftVector_gauge_invariant
#print axioms ShiftVectorGauge.shiftVector_eq_im
```

```
'ShiftVectorGauge.shiftVector_gauge_invariant' depends on axioms: [propext, Classical.choice, Quot.sound]
'ShiftVectorGauge.shiftVector_eq_im' depends on axioms: [propext, Classical.choice, Quot.sound]
```

## From the Lean theorem to a momentum mesh

The main theorem is `shiftVector_gauge_invariant`. Its four conclusions are the reality of the two connections, the invariance of $|r|^2$ and the invariance of $R$. The states are functions `ℝ → E`, where `E` is any complex inner product space, so $\mathbb C^d$ is included. `IsBandPair` collects smoothness, normalisation and orthogonality at every $k$, and `hr` requires a nonzero dipole at the point considered. `berryConnection` and `shiftVector` return complex numbers, which is why the reality of the connections is a conclusion and not part of a definition. The name `gauge` means a change of band phase, not a choice of electromagnetic potentials.

The proof follows the calculation above:

- `phase_hasDerivAt` and `gauge_hasDerivAt` differentiate the phase factor and the rephased state.
- `dipole_gauge` gives the common transformation law, before orthogonality or normalisation is used. Its final `linear_combination` supplies $i^2=-1$.
- `berryConnection_im` differentiates $\langle u,u\rangle=1$ and takes the real part.
- `berryConnection_gauge` treats the connection as the dipole of a state with itself.
- `deriv_dipole_gauge` first proves $\tilde r=e^{i\delta}r$ as an equality of functions, then applies the product rule.
- In the main theorem, `mul_div_mul_left` cancels the common phase from $\tilde r'/\tilde r$, and `ring` cancels the phase derivatives.

`shiftVector_eq_im` proves the formula with the generalized derivative. `latitudeBand_dipole` evaluates the matrix elements of the two-orbital states, and `isBandPair_witness` checks that the example satisfies every condition and has the stated dipole and shift vector.

No Hamiltonian appears: the theorem holds for any pair of states with the listed properties. In a band calculation, the smoothness condition stands for bands that can be followed through $k$ without a crossing that spoils the states. Mixing within a degenerate group of bands is a larger transformation than the separate phases treated here. The theorem also has only one momentum component, so it says nothing about tensor components in which the dipole and the derivative have different directions.

The step left to the programmer is from derivatives to a mesh. Phases returned independently at each mesh point can jump between neighbouring points however fine the mesh is, and finite differences of such states can be meaningless. Even in a smooth gauge, differencing $r$ and the states separately generally leaves a discretisation error that depends on the gauge. Comparing two smooth gauges while refining the mesh shows how much their errors differ, though not an error common to both.
